# Second-order cancellation of paramagnetic and diamagnetic energies for a pure gauge perturbation

Let $H_0=\mathrm{diag}(E)$ be a finite matrix with real energies $E_k$, let $S$ be an anti-Hermitian matrix of the same size, and set
$$V=[S,H_0],\qquad W=\tfrac12[S,[S,H_0]].$$
Then for every nondegenerate state $i$
$$V_{ii}=0,\qquad W_{ii}+\sum_{k\neq i}\frac{|V_{ki}|^2}{E_i-E_k}=0 .$$
If the level of $i$ is degenerate, the same holds with the sum restricted to states $k$ with $E_k\neq E_i$.

The names come from a particle of charge $q$ and mass $m$ with $H_0=p^2/2m+U(\mathbf r)$. Take $S=\mathrm i q\Lambda(\mathbf r)/\hbar$, with $\mathrm i$ the imaginary unit, and $\mathbf A=\nabla\Lambda$. The commutators are then $V=-(q/2m)(\mathbf p\cdot\mathbf A+\mathbf A\cdot\mathbf p)$, the paramagnetic term, and $W=q^2\mathbf A^2/2m$, the diamagnetic term. Such a vector potential carries no magnetic field, and for a single-valued $\Lambda$ the Hamiltonian containing it is $e^{S}H_0e^{-S}$, a unitary transform of $H_0$ with the same energies.

## Derivation from the matrix elements

The gauge-transformed Hamiltonian is $G(t)=e^{tS}H_0e^{-tS}$, with $t$ real. The product rule gives
$$G'(t)=S\,G(t)-G(t)\,S=[S,G(t)],\qquad G''(t)=[S,G'(t)].$$
Since $G(0)=H_0$, we have $G'(0)=V$ and $G''(0)=[S,V]=2W$. Thus $V$ and $W$ are the coefficients of $t$ and $t^2$ in the Taylor expansion of $G$.

Because $H_0$ is diagonal,
$$V_{ij}=S_{ij}E_j-E_iS_{ij}=S_{ij}(E_j-E_i).$$
This vanishes whenever $E_i=E_j$, and in particular $V_{ii}=0$. For the second-order term,
$$W_{ij}=\tfrac12\sum_k\left(S_{ik}V_{kj}-V_{ik}S_{kj}\right)=\tfrac12\sum_k S_{ik}S_{kj}(E_i+E_j-2E_k),$$
and if $E_i=E_j$ this becomes
$$W_{ij}=\sum_k S_{ik}S_{kj}(E_i-E_k).$$

Now take a state $k$ with $E_k\neq E_i$, still with $E_i=E_j$. Its term in the paramagnetic sum is
$$\frac{V_{ik}V_{kj}}{E_i-E_k}=\frac{S_{ik}(E_k-E_i)\,S_{kj}(E_i-E_k)}{E_i-E_k}=-S_{ik}S_{kj}(E_i-E_k),$$
the negative of the matching term of $W_{ij}$. States with $E_k=E_i$ contribute nothing to $W_{ij}$, so the cancellation is complete, term by term. So far $S$ has been arbitrary.

If $S$ is anti-Hermitian, then $S_{ik}=-\overline{S_{ki}}$, hence
$$V_{ik}=-\overline{S_{ki}}(E_k-E_i)=\overline{S_{ki}(E_i-E_k)}=\overline{V_{ki}}.$$
With $j=i$ the product $V_{ik}V_{ki}$ is therefore $|V_{ki}|^2$, and the stated result follows.

The factor $\tfrac12$ in $W$ is readily lost by taking the second derivative of $G$ for the second-order perturbation. In the two-level example at the end, the paramagnetic sum is $-1$ and $W_{00}=1$; the full double commutator would give $2$ and leave a spurious energy of $1$.

## The gauge-transformed Hamiltonian in Lean

States are labelled by a finite type `n`, and operators are complex matrices indexed by it.

```lean
import Mathlib

open scoped Matrix Matrix.Norms.Operator ComplexConjugate

namespace GaugeCancellation

noncomputable section

variable {n : Type*} [Fintype n] [DecidableEq n]
```

The energies form a real-valued function `E`, so $H_0$ is Hermitian and already written in its eigenbasis.

```lean
/-- The unperturbed Hamiltonian, diagonal with real energies `E`. -/
def H0 (E : n → ℝ) : Matrix n n ℂ := Matrix.diagonal fun i => (E i : ℂ)
```

The paramagnetic term `para E S` is the commutator $V$, with $S$ on the left in the first product.

```lean
/-- The paramagnetic (first-order) perturbation `V = [S, H0]`. -/
def para (E : n → ℝ) (S : Matrix n n ℂ) : Matrix n n ℂ := S * H0 E - H0 E * S
```

The diamagnetic term `dia E S` is $W$, including its factor one half.

```lean
/-- The diamagnetic (second-order) perturbation `W = [S, [S, H0]] / 2`. -/
def dia (E : n → ℝ) (S : Matrix n n ℂ) : Matrix n n ℂ :=
  (1 / 2 : ℂ) • (S * para E S - para E S * S)
```

Neither definition requires $S$ to be anti-Hermitian; that enters later as the hypothesis `Sᴴ = -S`. Any such matrix is admitted, so $S$ need not represent a function of position, and the results apply to every unitary rotation generated in this way.

```lean
/-- The gauge-transformed Hamiltonian `exp(tS) H0 exp(-tS)`. -/
def rotated (E : n → ℝ) (S : Matrix n n ℂ) (t : ℝ) : Matrix n n ℂ :=
  NormedSpace.exp (t • S) * H0 E * NormedSpace.exp (t • (-S))
```

The function `rotated E S` is $G$. Its derivative is found from the derivatives of the two exponentials and the product rule. The auxiliary identity `key` rearranges the result into a commutator, and it treats the exponentials as arbitrary matrices `e` and `f`, because only the order of the factors matters.

```lean
/-- The gauge-transformed Hamiltonian `G` obeys the flow equation `dG/dt = [S, G]`. -/
theorem rotated_hasDerivAt (E : n → ℝ) (S : Matrix n n ℂ) (t : ℝ) :
    HasDerivAt (rotated E S) (S * rotated E S t - rotated E S t * S) t := by
  have h1 := hasDerivAt_exp_smul_const' S t
  have h2 := hasDerivAt_exp_smul_const (-S) t
  have h := (h1.mul_const (H0 E)).mul h2
  -- the product rule gives the commutator, whatever the two exponentials are
  have key : ∀ e f : Matrix n n ℂ,
      S * e * H0 E * f + e * H0 E * (f * -S) = S * (e * H0 E * f) - e * H0 E * f * S := by
    intro e f
    noncomm_ring
  refine h.congr_deriv ?_
  simp only [rotated]
  exact key _ _
```

The next theorem states that $G$ has derivative $V$ at $t=0$, and that the derivative of $G$ has derivative $2W$ there. As by hand, the proof evaluates the flow equation at $t=0$ and then differentiates it once more.

```lean
/-- At `t = 0` the gauge-transformed Hamiltonian has first derivative `V` and second
derivative `2W`. -/
theorem rotated_second_order (E : n → ℝ) (S : Matrix n n ℂ) :
    HasDerivAt (rotated E S) (para E S) 0 ∧
      HasDerivAt (deriv (rotated E S)) ((2 : ℂ) • dia E S) 0 := by
  have h0 : rotated E S 0 = H0 E := by simp [rotated]
  have h1 : HasDerivAt (rotated E S) (para E S) 0 := by
    have h := rotated_hasDerivAt E S 0
    rw [h0] at h
    exact h
  refine ⟨h1, ?_⟩
  -- differentiate the flow equation once more
  have hd : deriv (rotated E S) = fun t => S * rotated E S t - rotated E S t * S :=
    funext fun t => (rotated_hasDerivAt E S t).deriv
  have h2 : (2 : ℂ) • dia E S = S * para E S - para E S * S := by
    rw [dia, smul_smul]
    norm_num
  rw [hd, h2]
  exact (h1.const_mul S).sub (h1.mul_const S)
```

This identifies the perturbing terms. The cancellation theorems below concern the standard second-order expressions built from them; that these expressions are the Taylor coefficients of an eigenvalue is taken from perturbation theory.

## Cancellation within a level

The formula for $V_{ij}$ follows by reading off the entries of a product with a diagonal matrix.

```lean
/-- The matrix elements of the paramagnetic term are `V_ij = S_ij (E_j - E_i)`. -/
theorem para_apply (E : n → ℝ) (S : Matrix n n ℂ) (i j : n) :
    para E S i j = S i j * ((E j : ℂ) - E i) := by
  simp only [para, H0, Matrix.sub_apply, Matrix.mul_diagonal, Matrix.diagonal_mul]
  ring
```

For $W_{ij}$ the hypothesis `h : E i = E j` says that the two states belong to the same level. The proof merges the two sums of the commutator into one and compares the summands for each `k`.

```lean
/-- Between states of equal energy the diamagnetic term is
`W_ij = ∑ k, S_ik S_kj (E_i - E_k)`. -/
theorem dia_apply (E : n → ℝ) (S : Matrix n n ℂ) {i j : n} (h : E i = E j) :
    dia E S i j = ∑ k, S i k * S k j * ((E i : ℂ) - E k) := by
  simp only [dia, Matrix.smul_apply, Matrix.sub_apply, Matrix.mul_apply, para_apply,
    smul_eq_mul]
  rw [← Finset.sum_sub_distrib, Finset.mul_sum]
  refine Finset.sum_congr rfl fun k _ => ?_
  rw [h]
  ring
```

The general cancellation needs no anti-Hermiticity. Its two conclusions say that, within a level, every entry of the first-order effective Hamiltonian and every entry of the second-order one vanishes. A degenerate level is therefore neither shifted nor split to this order.

```lean
/-- Gauge cancellation in a level of any degeneracy: between states `i`, `j` of equal energy,
`V_ij` vanishes, and `W_ij` cancels the second-order sum of `V` over the states outside the
level. -/
theorem level_cancellation (E : n → ℝ) (S : Matrix n n ℂ) {i j : n} (h : E i = E j) :
    para E S i j = 0 ∧
      dia E S i j + ∑ k with E k ≠ E i,
        para E S i k * para E S k j / ((E i : ℂ) - E k) = 0 := by
  refine ⟨by rw [para_apply, h, sub_self, mul_zero], ?_⟩
  rw [dia_apply E S h, Finset.sum_filter, ← Finset.sum_add_distrib]
  refine Finset.sum_eq_zero fun k _ => ?_
  by_cases hk : E k = E i
  · simp [hk]
  · -- one power of the energy gap cancels the denominator
    have hne : (E i : ℂ) - E k ≠ 0 :=
      sub_ne_zero.mpr (by exact_mod_cast Ne.symm hk)
    rw [if_pos hk, para_apply, para_apply, ← h, ← mul_assoc,
      mul_div_cancel_right₀ _ hne]
    ring
```

The notation `∑ k with E k ≠ E i` restricts the sum to states outside the level, so no denominator is zero. For a nondegenerate state this is the sum over all $k\neq i$. The proof extends the restricted sum to all `k`, with zeros inside the level, and adds it to the sum for $W_{ij}$. It then shows that each combined summand vanishes. The case distinction `by_cases hk` separates the states inside the level from those outside, where one energy gap in the numerator cancels the denominator.

## Squared moduli for an anti-Hermitian generator

The hypothesis `hS`, read entry by entry, gives $\overline{S_{ki}}=-S_{ik}$. Together with the formula for $V_{ij}$ and the reality of the energies, this makes $V$ Hermitian.

```lean
/-- For anti-Hermitian `S` the paramagnetic term is Hermitian. -/
theorem para_conj (E : n → ℝ) {S : Matrix n n ℂ} (hS : Sᴴ = -S) (i k : n) :
    para E S i k = conj (para E S k i) := by
  have hc : conj (S k i) = -S i k := congrFun (congrFun hS i) k
  rw [para_apply, para_apply, map_mul, map_sub, Complex.conj_ofReal,
    Complex.conj_ofReal, hc]
  ring
```

The main theorem is the case $j=i$ of the level theorem, with each product $V_{ik}V_{ki}$ replaced by a squared modulus.

```lean
/-- Gauge cancellation: for anti-Hermitian `S` the first-order energy `V_ii` vanishes, and
`W_ii` cancels the sum of `|V_ki|² / (E_i - E_k)` over all states `k` whose energy differs
from `E_i`. -/
theorem gauge_cancellation (E : n → ℝ) {S : Matrix n n ℂ} (hS : Sᴴ = -S) (i : n) :
    para E S i i = 0 ∧
      dia E S i i + ∑ k with E k ≠ E i,
        (‖para E S k i‖ : ℂ) ^ 2 / ((E i : ℂ) - E k) = 0 := by
  obtain ⟨h1, h2⟩ := level_cancellation E S (rfl : E i = E i)
  refine ⟨h1, Eq.trans ?_ h2⟩
  congr 1
  refine Finset.sum_congr rfl fun k _ => ?_
  rw [para_conj E hS i k, Complex.conj_mul']
```

In the statement, `‖para E S k i‖` is the modulus $|V_{ki}|$, regarded as a complex number so that it can be added to the matrix element `dia E S i i`.

In electronic-structure calculations of magnetic response, this identity describes what a pure gauge potential should contribute to the energy at second order, namely nothing; it holds here for a finite matrix model in which $V$ and $W$ are both built from the same matrix $S$. In an incomplete basis, the matrix of $\mathbf A^2$ computed from integrals generally differs from the double commutator of the truncated matrices, and a residual gauge dependence can then remain.

## The first-order response is the generator itself

The second-order energy can also be obtained by first solving for the first-order state. Its coefficients $c_k$ with $k\neq i$ satisfy
$$(E_i-E_k)c_k=V_{ki}=S_{ki}(E_i-E_k).$$
For a nondegenerate state the gap can be divided out, which leaves $c_k=S_{ki}$. This is what the transformation suggests, since $e^{tS}$ changes the basis state $i$ to first order by $t$ times column $i$ of $S$. The response energy is then
$$\sum_{k\neq i}V_{ik}c_k=\sum_{k\neq i}S_{ik}S_{ki}(E_k-E_i)=-W_{ii}.$$

```lean
/-- For a nondegenerate state `i`, any solution `c` of the first-order equations
`(E_i - E_k) c_k = V_ki`, `k ≠ i`, has `c_k = S_ki` for every `k ≠ i`, and its second-order energy,
the sum of `V_ik c_k` over `k ≠ i`, cancels `W_ii`. -/
theorem first_order_response (E : n → ℝ) (S : Matrix n n ℂ) (i : n)
    (hE : ∀ k, k ≠ i → E k ≠ E i) (c : n → ℂ)
    (hc : ∀ k, k ≠ i → ((E i : ℂ) - E k) * c k = para E S k i) :
    (∀ k, k ≠ i → c k = S k i) ∧
      dia E S i i + ∑ k ∈ Finset.univ.erase i, para E S i k * c k = 0 := by
  have hcS : ∀ k, k ≠ i → c k = S k i := by
    intro k hk
    have hne : (E i : ℂ) - E k ≠ 0 :=
      sub_ne_zero.mpr (by exact_mod_cast (hE k hk).symm)
    apply mul_left_cancel₀ hne
    rw [hc k hk, para_apply]
    ring
  refine ⟨hcS, ?_⟩
  -- the state `i` itself does not contribute to `W_ii`
  rw [dia_apply E S rfl, ← Finset.add_sum_erase _ _ (Finset.mem_univ i)]
  simp only [sub_self, mul_zero, zero_add]
  rw [← Finset.sum_add_distrib]
  refine Finset.sum_eq_zero fun k hk => ?_
  rw [hcS k (Finset.ne_of_mem_erase hk), para_apply]
  ring
```

Here `hE` expresses nondegeneracy, and `hc` is the set of first-order equations. The component `c i` is left free, as it enters neither the equations nor the energy. The proof cancels the gap to identify the coefficients, removes the vanishing term $k=i$ from $W_{ii}$, and compares the two sums term by term.

If some other state had energy $E_i$, its equation would read $0\cdot c_k=0$ and would not determine $c_k$. The energy would be unaffected, because $V_{ik}=0$ for that state.

## Sign and size of the diamagnetic energy

For anti-Hermitian $S$ we have $S_{ik}S_{ki}=-|S_{ki}|^2$, so
$$W_{ii}=\sum_k|S_{ki}|^2(E_k-E_i).$$
If $i$ is a state of lowest energy, every term is nonnegative. The diamagnetic energy is then nonnegative, and the paramagnetic sum lowers the energy by the same amount. For an excited state of the matrix model $W_{ii}$ can be negative, whereas the operator $q^2\mathbf A^2/2m$ has a nonnegative expectation value in every state.

```lean
/-- For anti-Hermitian `S` the diamagnetic energy is `W_ii = ∑ k, |S_ki|² (E_k - E_i)`, and it
is nonnegative if `i` is a state of lowest energy. -/
theorem diamagnetic_energy (E : n → ℝ) {S : Matrix n n ℂ} (hS : Sᴴ = -S) (i : n) :
    dia E S i i = ((∑ k, ‖S k i‖ ^ 2 * (E k - E i) : ℝ) : ℂ) ∧
      ((∀ k, E i ≤ E k) → 0 ≤ (dia E S i i).re) := by
  have h : dia E S i i = ((∑ k, ‖S k i‖ ^ 2 * (E k - E i) : ℝ) : ℂ) := by
    rw [dia_apply E S rfl]
    push_cast
    refine Finset.sum_congr rfl fun k _ => ?_
    have hc : conj (S k i) = -S i k := congrFun (congrFun hS i) k
    have h2 := Complex.conj_mul' (S k i)
    rw [hc] at h2
    linear_combination ((E k : ℂ) - E i) * h2
  refine ⟨h, fun hmin => ?_⟩
  rw [h, Complex.ofReal_re]
  exact Finset.sum_nonneg fun k _ => mul_nonneg (sq_nonneg _) (sub_nonneg.mpr (hmin k))
```

The first conclusion equates the complex number `dia E S i i` with a real sum, so the diamagnetic energy is real. The second can therefore be stated for its real part without losing anything. In the proof, `linear_combination` multiplies the identity for $|S_{ki}|^2$ by the energy gap, and the sign follows from a sum of nonnegative terms.

The same argument leads to the energy-weighted sum rule for the dipole. With $S=\mathrm i x$, where $\mathrm i$ is the imaginary unit and $x$ the Hermitian matrix of the position, the formula reads
$$-\tfrac12[x,[x,H_0]]_{ii}=\sum_k|x_{ki}|^2(E_k-E_i).$$
For a particle on a line with $H_0=p^2/2m+U(x)$, the double commutator is $-\hbar^2/m$, and the right-hand side equals $\hbar^2/2m$ whatever the potential. A finite matrix model cannot reproduce this value for every state $i$: a commutator of finite matrices has zero trace, so its diagonal elements cannot all equal the same nonzero number.

A two-level system shows that the cancelling terms need not vanish separately. Take $E_0=0$, $E_1=1$ and
$$S=\begin{pmatrix}0&i\\ i&0\end{pmatrix},$$
where $i$ now denotes the imaginary unit. Then $V_{10}=i(0-1)=-i$ and $W_{00}=|i|^2(1-0)=1$, while the paramagnetic sum is $|-i|^2/(0-1)=-1$.

```lean
/-- A two-level system with energies 0 and 1 and an anti-Hermitian `S` with off-diagonal
elements `i` has `V_10 = -i` and `W_00 = 1`. -/
theorem gauge_cancellation_witness :
    (!![0, Complex.I; Complex.I, 0] : Matrix (Fin 2) (Fin 2) ℂ)ᴴ
        = -!![0, Complex.I; Complex.I, 0] ∧
      para ![0, 1] !![0, Complex.I; Complex.I, 0] 1 0 = -Complex.I ∧
      dia ![0, 1] !![0, Complex.I; Complex.I, 0] 0 0 = 1 := by
  refine ⟨?_, ?_, ?_⟩
  · ext i j
    fin_cases i <;> fin_cases j <;> simp [Matrix.conjTranspose_apply]
  · rw [para_apply]
    simp
  · rw [dia_apply _ _ rfl]
    simp [Fin.sum_univ_two]

end

end GaugeCancellation
```

The theorem confirms that this $S$ is anti-Hermitian and evaluates the two matrix elements from the entry formulas above.

```lean
#print axioms GaugeCancellation.rotated_second_order
-- 'GaugeCancellation.rotated_second_order' depends on axioms: [propext, Classical.choice, Quot.sound]
#print axioms GaugeCancellation.gauge_cancellation
-- 'GaugeCancellation.gauge_cancellation' depends on axioms: [propext, Classical.choice, Quot.sound]
#print axioms GaugeCancellation.first_order_response
-- 'GaugeCancellation.first_order_response' depends on axioms: [propext, Classical.choice, Quot.sound]
#print axioms GaugeCancellation.diamagnetic_energy
-- 'GaugeCancellation.diamagnetic_energy' depends on axioms: [propext, Classical.choice, Quot.sound]
```
